# The parity of \(n\) decides whether an antiunitary operator on \(\mathbb C^n\) preserves real orientation

A program that stores a complex state as its real parts followed by its imaginary parts can apply time reversal as a real \(2n\times 2n\) matrix, where \(n\) is the dimension of the state space. If the components refer to an orthonormal basis, this matrix is orthogonal. Before writing it as the exponential of a real antisymmetric matrix, one has to know that its determinant is \(+1\) and not \(-1\). The problems below find that sign for every antiunitary operator on a finite-dimensional state space, and for antilinear operators that square to \(-1\).

## States, operators and real coordinates

```lean
import Mathlib

open Matrix

namespace AntiunitaryOrientation

noncomputable section

variable {n : ℕ}
```

States are vectors \(v\in\mathbb C^n\), with components numbered from \(0\) to \(n-1\) as in Lean. A bar denotes entrywise complex conjugation, without transposition. An antilinear operator \(T\) is additive and satisfies \(T(cv)=\bar c\,Tv\); the brackets in `→ₛₗ[starRingEnd ℂ]` record this conjugation of scalars.

```lean
/-- Antilinear operators on the state space `ℂⁿ`. -/
abbrev Antilinear (n : ℕ) := (Fin n → ℂ) →ₛₗ[starRingEnd ℂ] (Fin n → ℂ)
```

The matrix \(A\) of \(T\) has the images of the basis states \(e_j\) as its columns, so \(A_{ij}=(Te_j)_i\). In Lean \(e_j\) is `Pi.single j 1`.

```lean
/-- The matrix of an antilinear operator: its columns are the images of the basis states. -/
def matrixOf (T : Antilinear n) : Matrix (Fin n) (Fin n) ℂ :=
  Matrix.of fun i j => T (Pi.single j 1) i
```

A real scalar is its own conjugate, so \(T\) is also a linear map over \(\mathbb R\). Despite its name, `toReal` takes no real part: it keeps the function and restricts the scalars.

```lean
/-- An antilinear operator regarded as a real-linear map on `ℂⁿ`. -/
def toReal (T : Antilinear n) : (Fin n → ℂ) →ₗ[ℝ] (Fin n → ℂ) where
  toFun := T
  map_add' := map_add T
  map_smul' r v := by
    have h : ∀ w : Fin n → ℂ, r • w = (r : ℂ) • w := fun w => by
      funext i
      simp
    rw [h v, map_smulₛₗ, Complex.conj_ofReal, RingHom.id_apply, h (T v)]
```

The map `reIm` stacks the real parts of a state above its imaginary parts.

```lean
/-- The real coordinates of a state: all real parts, followed by all imaginary parts. -/
def reIm : (Fin n → ℂ) ≃ₗ[ℝ] (Fin n ⊕ Fin n → ℝ) where
  toFun v := Sum.elim (fun i => (v i).re) (fun i => (v i).im)
  invFun w := fun i => ⟨w (Sum.inl i), w (Sum.inr i)⟩
  map_add' v w := by
    funext s
    cases s <;> simp
  map_smul' r v := by
    funext s
    cases s <;> simp
  left_inv v := rfl
  right_inv w := by
    funext s
    cases s <;> rfl
```

The inner product is \(\langle v,w\rangle=\sum_i\bar v_i w_i\), written `star v ⬝ᵥ w`. An antiunitary operator keeps the modulus of every inner product and conjugates its value, as time reversal does with transition amplitudes.

```lean
/-- An antiunitary operator satisfies `⟨Tv, Tw⟩ = ⟨w, v⟩` for all states. -/
def IsAntiunitary (T : Antilinear n) : Prop :=
  ∀ v w, star (T v) ⬝ᵥ T w = star w ⬝ᵥ v
```

Orientation is preserved when the determinant over \(\mathbb R\) is positive.

```lean
/-- An antilinear operator preserves real orientation when its determinant as a real-linear
map is positive. -/
def PreservesOrientation (T : Antilinear n) : Prop :=
  0 < LinearMap.det (toReal T)
```

To apply these definitions to a physical system, one must identify its state space with \(\mathbb C^n\) through an orthonormal basis. If the basis is truncated, \(T\) has to map its span into itself.

## (a) Conjugation followed by a matrix

**Task.** Show that every antilinear operator acts as
\[
Tv=A\bar v .
\]

**Solution.** Expand \(v=\sum_j v_je_j\). Additivity and antilinearity give
\[
(Tv)_i=\sum_j\bar v_j\,(Te_j)_i=\sum_jA_{ij}\bar v_j=(A\bar v)_i .
\]

```lean
/-- Every antilinear operator is complex conjugation followed by its matrix. -/
theorem antilinear_apply (T : Antilinear n) (v : Fin n → ℂ) :
    T v = matrixOf T *ᵥ star v := by
  have hv : v = ∑ j, v j • (Pi.single j 1 : Fin n → ℂ) := by
    funext i
    simp [Finset.sum_apply, Pi.single_apply]
  conv_lhs => rw [hv, map_sum]
  funext i
  simp only [Finset.sum_apply, map_smulₛₗ, Pi.smul_apply, smul_eq_mul]
  exact Finset.sum_congr rfl fun j _ => mul_comm _ _
```

The expansion of \(v\) is `hv`, and `map_smulₛₗ` takes each coefficient out of \(T\) as its conjugate.

## (b) The action on real and imaginary parts

**Task.** Write \(A=X+iY\) and \(v=p+iq\) with \(X,Y,p,q\) real. Show that \(T\) acts on the stacked coordinates as
\[
\begin{pmatrix}p\\q\end{pmatrix}\mapsto
\begin{pmatrix}X&Y\\Y&-X\end{pmatrix}\begin{pmatrix}p\\q\end{pmatrix}.
\]

**Solution.** By (a),
\[
Tv=(X+iY)(p-iq)=(Xp+Yq)+i(Yp-Xq).
\]
The real part is the upper block row and the imaginary part is the lower one.

```lean
/-- In real coordinates an antilinear operator with matrix `X + iY` acts by the block matrix
with rows `X, Y` and `Y, -X`. -/
theorem reIm_apply (T : Antilinear n) (v : Fin n → ℂ) :
    reIm (T v) = fromBlocks ((matrixOf T).map Complex.re) ((matrixOf T).map Complex.im)
      ((matrixOf T).map Complex.im) (-(matrixOf T).map Complex.re) *ᵥ reIm v := by
  rw [antilinear_apply]
  funext s
  simp only [Matrix.mulVec, dotProduct, Fintype.sum_sum_type]
  rw [← Finset.sum_add_distrib]
  rcases s with i | i
  · change (∑ j, matrixOf T i j * star (v j)).re =
      ∑ j, ((matrixOf T i j).re * (v j).re + (matrixOf T i j).im * (v j).im)
    rw [Complex.re_sum]
    refine Finset.sum_congr rfl fun j _ => ?_
    simp only [Complex.mul_re, Complex.star_def, Complex.conj_re, Complex.conj_im]
    ring
  · change (∑ j, matrixOf T i j * star (v j)).im =
      ∑ j, ((matrixOf T i j).im * (v j).re + -(matrixOf T i j).re * (v j).im)
    rw [Complex.im_sum]
    refine Finset.sum_congr rfl fun j _ => ?_
    simp only [Complex.mul_im, Complex.star_def, Complex.conj_re, Complex.conj_im]
    ring
```

The proof splits the coordinate index into these two cases and compares the sums term by term.

## (c) The determinant of the block matrix

**Task.** For arbitrary real \(n\times n\) matrices \(X,Y\), show that
\[
\det\begin{pmatrix}X&Y\\Y&-X\end{pmatrix}=(-1)^n\,|\det(X+iY)|^2 .
\]

**Solution.** Work over \(\mathbb C\) and add \(i\) times the lower block row to the upper one:
\[
\begin{pmatrix}1&i\\0&1\end{pmatrix}\begin{pmatrix}X&Y\\Y&-X\end{pmatrix}
=\begin{pmatrix}X+iY&Y-iX\\Y&-X\end{pmatrix}.
\]
Then add \(i\) times the left block column to the right one. The upper right block becomes \(i(X+iY)+Y-iX=0\), and the lower right block becomes \(iY-X\). The result is
\[
\begin{pmatrix}X+iY&0\\Y&-(X-iY)\end{pmatrix}.
\]
Both operations have determinant \(1\), so the original determinant equals
\[
\det(X+iY)\,(-1)^n\det(X-iY).
\]
Since \(X\) and \(Y\) are real, \(\det(X-iY)=\overline{\det(X+iY)}\), and the formula follows. Neither invertibility nor commutation of \(X\) and \(Y\) was used.

```lean
/-- For real `n × n` matrices `X` and `Y`, the block matrix with rows `X, Y` and `Y, -X` has
determinant `(-1)ⁿ |det (X + iY)|²`. -/
theorem det_antilinear_block (X Y : Matrix (Fin n) (Fin n) ℝ) :
    (fromBlocks X Y Y (-X)).det =
      (-1) ^ n * ‖(X.map Complex.ofReal + Complex.I • Y.map Complex.ofReal).det‖ ^ 2 := by
  have hcast : (((fromBlocks X Y Y (-X)).det : ℝ) : ℂ) =
      (fromBlocks (X.map Complex.ofReal) (Y.map Complex.ofReal) (Y.map Complex.ofReal)
        (-X.map Complex.ofReal)).det := by
    have hX : (-X).map Complex.ofRealHom = -X.map Complex.ofReal :=
      Matrix.ext fun i j => by simp
    change Complex.ofRealHom _ = _
    rw [RingHom.map_det, RingHom.mapMatrix_apply, fromBlocks_map, hX]
    rfl
  have hconj : (X.map Complex.ofReal - Complex.I • Y.map Complex.ofReal).det =
      starRingEnd ℂ (X.map Complex.ofReal + Complex.I • Y.map Complex.ofReal).det := by
    rw [RingHom.map_det]
    congr 1
    refine Matrix.ext fun i j => ?_
    simp [sub_eq_add_neg]
  apply Complex.ofReal_injective
  rw [hcast]
  generalize X.map Complex.ofReal = A at *
  generalize Y.map Complex.ofReal = B at *
  -- one row and one column operation make the block matrix triangular
  have key : fromBlocks 1 (Complex.I • 1) 0 1 * fromBlocks A B B (-A) *
      fromBlocks 1 (Complex.I • 1) 0 1 =
      fromBlocks (A + Complex.I • B) 0 B (-(A - Complex.I • B)) := by
    rw [fromBlocks_multiply, fromBlocks_multiply, fromBlocks_inj]
    refine ⟨by simp, Matrix.ext fun i j => ?_, by simp, Matrix.ext fun i j => ?_⟩
    · simp only [Matrix.one_mul, Matrix.mul_one, Matrix.smul_mul, Matrix.mul_smul,
        Matrix.add_apply, Matrix.smul_apply, Matrix.neg_apply, Matrix.zero_apply, smul_eq_mul]
      linear_combination B i j * Complex.I_sq
    · simp only [Matrix.one_mul, Matrix.mul_one, Matrix.zero_mul, Matrix.mul_smul,
        Matrix.add_apply, Matrix.sub_apply, Matrix.smul_apply, Matrix.neg_apply,
        Matrix.zero_apply, smul_eq_mul]
      ring
  have hdet := congrArg Matrix.det key
  rw [det_mul, det_mul, det_fromBlocks_zero₂₁, det_fromBlocks_zero₁₂, det_one, one_mul,
    one_mul, mul_one, det_neg, hconj, Fintype.card_fin] at hdet
  rw [hdet, mul_left_comm, Complex.mul_conj, Complex.normSq_eq_norm_sq]
  push_cast
  ring
```

The two operations are the matrix identity `key`. Inside this proof the letters `A` and `B` stand for the complex copies of \(X\) and \(Y\), not for the matrix of \(T\). Taking determinants of `key` gives `hdet`, where the triangular form splits into its diagonal blocks.

### A closer look at `RingHom.map_det`

The claim in (c) is an equation between real numbers, but the row operation contains \(i\). Mathlib's `RingHom.map_det` connects the two settings. It says that for a ring homomorphism \(f\) between commutative rings,
\[
f(\det M)=\det\big(f(M_{ij})\big),
\]
because a determinant is built from the entries by sums, products and signs.

The proof uses it with two different homomorphisms. In `hcast`, \(f\) is the inclusion of \(\mathbb R\) in \(\mathbb C\), which turns the real determinant into a complex one; `Complex.ofReal_injective` justifies proving the equation there. In `hconj`, \(f\) is complex conjugation, which gives the relation between \(\det(X-iY)\) and \(\det(X+iY)\). Conjugation is used in the same way in part (g).

## (d) The determinant of the operator itself

**Task.** Show that \(T\), as a real-linear map, has determinant
\[
\det\nolimits_{\mathbb R}T=(-1)^n\,|\det A|^2 .
\]

**Solution.** Let \(R\) be the change to stacked coordinates. By (b), \(RTR^{-1}\) is the block matrix with \(X=\operatorname{Re}A\) and \(Y=\operatorname{Im}A\). A change of coordinates leaves the determinant unchanged, and \(X+iY=A\), so (c) gives the result.

```lean
/-- The real determinant of an antilinear operator on `ℂⁿ` with matrix `A` is
`(-1)ⁿ |det A|²`. -/
theorem det_toReal (T : Antilinear n) :
    LinearMap.det (toReal T) = (-1) ^ n * ‖(matrixOf T).det‖ ^ 2 := by
  have h : (reIm : (Fin n → ℂ) ≃ₗ[ℝ] _).toLinearMap ∘ₗ toReal T ∘ₗ reIm.symm.toLinearMap =
      Matrix.toLin' (fromBlocks ((matrixOf T).map Complex.re) ((matrixOf T).map Complex.im)
        ((matrixOf T).map Complex.im) (-(matrixOf T).map Complex.re)) := by
    refine LinearMap.ext fun w => ?_
    change reIm (T (reIm.symm w)) = _
    rw [reIm_apply, LinearEquiv.apply_symm_apply, Matrix.toLin'_apply]
  have hA : ((matrixOf T).map Complex.re).map Complex.ofReal +
      Complex.I • ((matrixOf T).map Complex.im).map Complex.ofReal = matrixOf T := by
    refine Matrix.ext fun i j => ?_
    change ((matrixOf T i j).re : ℂ) + Complex.I * ((matrixOf T i j).im : ℂ) = _
    rw [mul_comm, Complex.re_add_im]
  rw [← LinearMap.det_conj (toReal T) reIm, h, LinearMap.det_toLin', det_antilinear_block, hA]
```

Here `h` identifies \(RTR^{-1}\) with the block matrix, `LinearMap.det_conj` supplies the invariance, and `hA` reassembles \(A\) from its real and imaginary parts.

## (e) Antiunitary operators

**Task.** Let \(\langle Tv,Tw\rangle=\langle w,v\rangle\) for all states. Show that
\[
\det\nolimits_{\mathbb R}T=(-1)^n .
\]

**Solution.** The columns of \(A\) are orthonormal, because
\[
(A^\dagger A)_{ij}=\langle Te_i,Te_j\rangle=\langle e_j,e_i\rangle=\delta_{ij}.
\]
Hence \(A^\dagger A=1\). Taking determinants gives \(|\det A|^2=1\), and (d) finishes the calculation.

```lean
/-- An antiunitary operator on `ℂⁿ` has real determinant `(-1)ⁿ`. -/
theorem det_antiunitary (T : Antilinear n) (hT : IsAntiunitary T) :
    LinearMap.det (toReal T) = (-1) ^ n := by
  -- the images of the basis states are orthonormal
  have hU : (matrixOf T)ᴴ * matrixOf T = 1 := by
    refine Matrix.ext fun i j => ?_
    change star (T (Pi.single i 1)) ⬝ᵥ T (Pi.single j 1) = _
    rw [hT]
    by_cases hij : i = j
    · subst hij
      simp
    · simp [hij]
  have hd := congrArg Matrix.det hU
  rw [det_mul, det_conjTranspose, det_one, mul_comm, Complex.star_def, Complex.mul_conj,
    Complex.normSq_eq_norm_sq] at hd
  have hn : ‖(matrixOf T).det‖ ^ 2 = 1 := by exact_mod_cast hd
  rw [det_toReal, hn, mul_one]
```

The orthonormality relation is `hU`, and `hn` is its consequence for \(|\det A|^2\).

## (f) The parity criterion

**Task.** Show that for an antiunitary operator
\[
\det\nolimits_{\mathbb R}T>0\iff n\ \text{is even}.
\]

**Solution.** By (e) the determinant is \(+1\) for even \(n\) and \(-1\) for odd \(n\).

```lean
/-- An antiunitary operator on `ℂⁿ` preserves real orientation if and only if `n` is even. -/
theorem antiunitary_preservesOrientation_iff (T : Antilinear n) (hT : IsAntiunitary T) :
    PreservesOrientation T ↔ Even n := by
  rw [PreservesOrientation, det_antiunitary T hT]
  rcases Nat.even_or_odd n with h | h
  · simp [h.neg_one_pow, h]
  · norm_num [h.neg_one_pow, Nat.not_even_iff_odd.2 h]
```

For quantum mechanics on a state space of finite odd dimension, this means that an antiunitary symmetry cannot be deformed continuously into the identity through invertible real-linear maps: the determinant would have to pass through zero.

## (g) Operators that square to \(-1\)

**Task.** Let \(T\) be antilinear with \(T^2=-1\), as for time reversal of a system with half-integer total spin. Without assuming antiunitarity, show that
\[
\det\nolimits_{\mathbb R}T=1 .
\]

**Solution.** Applying (a) twice gives
\[
T^2v=A\,\overline{A\bar v}=A\bar A\,v ,
\]
so \(A\bar A=-1\). Taking determinants gives \(|\det A|^2=(-1)^n\). By (d),
\[
\det\nolimits_{\mathbb R}T=(-1)^n(-1)^n=1 .
\]
The relation \(|\det A|^2=(-1)^n\) also shows that such an operator exists only for even \(n\), since the left side is not negative.

```lean
/-- An antilinear operator with `T² = -1`, antiunitary or not, has real determinant `1`. -/
theorem det_of_sq_eq_neg_one (T : Antilinear n) (hT : ∀ v, T (T v) = -v) :
    LinearMap.det (toReal T) = 1 := by
  -- in matrix form the hypothesis says that `A` times its complex conjugate is `-1`
  have hA : matrixOf T * (starRingEnd ℂ).mapMatrix (matrixOf T) = -1 := by
    refine Matrix.ext fun i j => ?_
    change (matrixOf T *ᵥ star (T (Pi.single j 1))) i = _
    rw [← antilinear_apply, hT]
    simp [Matrix.one_apply, Pi.single_apply]
  have hd := congrArg Matrix.det hA
  rw [det_mul, ← RingHom.map_det, det_neg, det_one, mul_one, Fintype.card_fin,
    Complex.mul_conj, Complex.normSq_eq_norm_sq] at hd
  have hn : ‖(matrixOf T).det‖ ^ 2 = (-1) ^ n := by exact_mod_cast hd
  rw [det_toReal, hn, ← mul_pow]
  norm_num
```

The matrix relation \(A\bar A=-1\) is `hA`. It is checked column by column, by applying \(T\) twice to each basis state.

## (h) Time reversal of a spin one-half

**Task.** On \(\mathbb C^2\) let \(T(a,b)=(-\bar b,\bar a)\). Show that for all \(v,w\in\mathbb C^2\)
\[
\langle Tv,Tw\rangle=\langle w,v\rangle,\qquad T^2v=-v .
\]

**Solution.** For \(v=(a,b)\) and \(w=(c,d)\),
\[
\langle Tv,Tw\rangle=(-b)(-\bar d)+a\bar c=\bar c\,a+\bar d\,b=\langle w,v\rangle .
\]
Applying \(T\) twice gives
\[
T(-\bar b,\bar a)=(-a,-b).
\]

In terms of the Pauli matrix \(\sigma_y\) and complex conjugation \(K\), this operator is \(-i\sigma_yK\). Some textbooks choose the opposite overall sign, which changes neither property.

```lean
/-- Time reversal of a spin one-half: `(a, b)` goes to `(-b*, a*)`. -/
def spinHalf : Antilinear 2 where
  toFun v := ![-star (v 1), star (v 0)]
  map_add' v w := by
    funext i
    fin_cases i <;> simp
    ring
  map_smul' c v := by
    funext i
    fin_cases i <;> simp
```

The components \(a\) and \(b\) are `v 0` and `v 1`.

```lean
/-- Spin one-half time reversal is antiunitary and squares to `-1`. -/
theorem spinHalf_witness :
    IsAntiunitary spinHalf ∧ ∀ v, spinHalf (spinHalf v) = -v := by
  constructor
  · intro v w
    simp [spinHalf, dotProduct, Fin.sum_univ_succ]
    ring
  · intro v
    funext i
    fin_cases i <;> simp [spinHalf]

end

end AntiunitaryOrientation
```

The two halves of the theorem are the two calculations above, done in components. This operator therefore satisfies the hypotheses of both (e) and (g), and for \(n=2\) both give real determinant \(1\).

```lean
#print axioms AntiunitaryOrientation.antiunitary_preservesOrientation_iff
#print axioms AntiunitaryOrientation.det_of_sq_eq_neg_one
```

```
'AntiunitaryOrientation.antiunitary_preservesOrientation_iff' depends on axioms: [propext, Classical.choice, Quot.sound]
'AntiunitaryOrientation.det_of_sq_eq_neg_one' depends on axioms: [propext, Classical.choice, Quot.sound]
```
